# The band energy of a finite periodic crystal as a sum of integrated COHP terms

A band-structure calculation on a crystal returns orbital energies labelled by wave vector, while a chemist asks about the bond between two neighbouring atoms. How much of the band energy belongs to a given pair of orbitals? One answer is the crystal orbital Hamilton population (COHP). The problems below show that its energy-integrated terms add up to the band energy, for a one-electron model with given Hamiltonian and overlap blocks on a finite periodic lattice.

In Lean 4 with Mathlib:

```lean
import Mathlib

open Matrix

namespace CrystalCOHP

noncomputable section
```

There are $N\ge 1$ cells in each of $d$ directions. Lattice vectors $R$ and wave vectors $k$ both have integer components modulo $N$.

```lean
/-- Cells of a periodic lattice with `N` cells in each of `d` directions; the same type labels
the allowed wave vectors. -/
abbrev Cell (d N : ℕ) := Fin d → ZMod N
```

Write $e^{ikR}$ for $\exp(2\pi i\,k\cdot R/N)$.

```lean
variable {d N : ℕ} [NeZero N] {ι B : Type} [Fintype ι] [Fintype B]

/-- The Bloch phase `exp(2πi k·R / N)`. -/
def phase (k R : Cell d N) : ℂ := ZMod.stdAddChar (k ⬝ᵥ R)
```

The block entry $H_{mn}(R)$ couples orbital $m$ in the home cell to orbital $n$ in cell $R$. Its Bloch sum is $H(k)=\sum_R e^{ikR}H(R)$, and the overlap $S(k)$ is built likewise.

```lean
/-- The Bloch sum `A(k) = ∑ R, exp(ikR) A(R)` of real-space blocks. -/
def blochSum (A : Cell d N → Matrix ι ι ℂ) (k : Cell d N) : Matrix ι ι ℂ :=
  ∑ R, phase k R • A R
```

A crystal orbital $c$ with real energy $e$ satisfies $H(k)c=e\,S(k)c$ and $c^\dagger S(k)c=1$.

```lean
/-- A normalised crystal orbital: `H(k) c = e S(k) c` and `c* S(k) c = 1`. -/
def IsBlochState (H S : Cell d N → Matrix ι ι ℂ) (k : Cell d N) (e : ℝ) (c : ι → ℂ) : Prop :=
  blochSum H k *ᵥ c = (e : ℂ) • (blochSum S k *ᵥ c) ∧ star c ⬝ᵥ (blochSum S k *ᵥ c) = 1
```

Bands are labelled by $b$, and the occupations $f_{kb}$ are any real numbers. The band energy per cell is $E=N^{-d}\sum_{k,b}f_{kb}e_{kb}$.

```lean
/-- The band energy per cell: occupations times energies, averaged over the wave vectors. -/
def bandEnergy (f e : Cell d N → B → ℝ) : ℝ :=
  1 / (N : ℝ) ^ d * ∑ k, ∑ b, f k b * e k b
```

The density matrix is $P_{mn}(R)=N^{-d}\sum_{k,b}f_{kb}\,c_{kb,m}^*\,c_{kb,n}\,e^{ikR}$.

```lean
/-- The density matrix between orbital `m` in the home cell and orbital `n` in cell `R`. -/
def densityMatrix (f : Cell d N → B → ℝ) (c : Cell d N → B → ι → ℂ)
    (m n : ι) (R : Cell d N) : ℂ :=
  1 / (N : ℂ) ^ d * ∑ k, ∑ b, (f k b : ℂ) * star (c k b m) * c k b n * phase k R
```

The COHP term is $W_{mn}(R)=H_{mn}(R)P_{mn}(R)$. It is already integrated over energy through the occupations.

```lean
/-- The integrated COHP term `H_mn(R) P_mn(R)`. -/
def cohp (H : Cell d N → Matrix ι ι ℂ) (f : Cell d N → B → ℝ) (c : Cell d N → B → ι → ℂ)
    (m n : ι) (R : Cell d N) : ℂ :=
  H R m n * densityMatrix f c m n R
```

A pair COHP adds the same contact seen from the other end. For orbitals on two different atoms, a negative value is a negative contribution to the band energy and is usually read as bonding. With non-zero overlap the value can change when the zero of energy is shifted.

```lean
/-- The pair COHP: the term `(m, n, R)` together with its reverse `(n, m, -R)`. -/
def pairCOHP (H : Cell d N → Matrix ι ι ℂ) (f : Cell d N → B → ℝ) (c : Cell d N → B → ι → ℂ)
    (m n : ι) (R : Cell d N) : ℂ :=
  cohp H f c m n R + cohp H f c n m (-R)
```

### (a) Reversing a lattice vector

Show that $e^{ik(-R)}=(e^{ikR})^*$.

Since $k\cdot(-R)=-k\cdot R$, the phase becomes its inverse, which on the unit circle is its conjugate.

```lean
/-- Reversing the lattice vector conjugates the Bloch phase. -/
theorem phase_neg (k R : Cell d N) : phase k (-R) = star (phase k R) := by
  unfold phase
  rw [dotProduct_neg, ZMod.stdAddChar_apply, ZMod.stdAddChar_apply, AddChar.map_neg_eq_inv]
  exact Circle.coe_inv_eq_conj _
```

### (b) A Hermitian Bloch Hamiltonian

Let $H(-R)=H(R)^\dagger$, the real-space form of a Hermitian Hamiltonian. Show that $H(k)^\dagger=H(k)$.

By (a),
$$H(k)^\dagger=\sum_R (e^{ikR})^*H(R)^\dagger=\sum_R e^{ik(-R)}H(-R)=H(k).$$
The last step relabels $R\to-R$, which is `Equiv.neg` in the proof.

```lean
omit [Fintype ι] in
/-- If `H(-R) = H(R)*`, the Bloch Hamiltonian is Hermitian at every wave vector. -/
theorem blochSum_isHermitian {H : Cell d N → Matrix ι ι ℂ} (hH : ∀ R, H (-R) = (H R)ᴴ)
    (k : Cell d N) : (blochSum H k).IsHermitian := by
  unfold Matrix.IsHermitian
  simp only [blochSum, Matrix.conjTranspose_sum, Matrix.conjTranspose_smul]
  exact Fintype.sum_equiv (Equiv.neg _) _ _
    (fun R => by simp only [Equiv.neg_apply, phase_neg, hH])
```

### (c) Expectation value of a Bloch sum

For any blocks $A(R)$ and vector $c$, show that
$$c^\dagger A(k)c=\sum_{m,n,R}A_{mn}(R)\,c_m^*c_n e^{ikR}.$$

Write out $\sum_{m,n}c_m^*A_{mn}(k)c_n$ and insert $A_{mn}(k)=\sum_R e^{ikR}A_{mn}(R)$.

```lean
/-- The expectation value of a Bloch sum, resolved into orbital pairs and lattice vectors. -/
theorem bloch_expectation (A : Cell d N → Matrix ι ι ℂ) (k : Cell d N) (c : ι → ℂ) :
    star c ⬝ᵥ (blochSum A k *ᵥ c) =
      ∑ m, ∑ n, ∑ R, A R m n * (star (c m) * c n * phase k R) := by
  simp only [dotProduct, Matrix.mulVec, blochSum, Matrix.sum_apply, Matrix.smul_apply,
    smul_eq_mul, Pi.star_apply, Finset.mul_sum, Finset.sum_mul]
  refine Finset.sum_congr rfl fun m _ => Finset.sum_congr rfl fun n _ =>
    Finset.sum_congr rfl fun R _ => ?_
  ring
```

### (d) The band energy in real space

Given a crystal orbital for every $k$ and $b$, show that
$$E=\sum_{m,n,R}W_{mn}(R).$$

Multiplying the Bloch equation by $c^\dagger$ gives $c^\dagger H(k)c=e\,c^\dagger S(k)c=e$. Expand the left side by (c), weight by $f_{kb}$, average over $k$ and exchange the finite sums:
$$E=\sum_{m,n,R}H_{mn}(R)\,\frac1{N^d}\sum_{k,b}f_{kb}c_{kb,m}^*c_{kb,n}e^{ikR}.$$
The inner average is $P_{mn}(R)$. In the proof, `hE` is the energy formula and `swap` the exchange. The reversal condition of (b) is not used.

A program can accumulate $P(R)$ over the $k$ mesh and multiply it by $H(R)$ element by element. Comparing the total with $E$ can reveal a wrong sign in the phase, but not always: for one orbital per cell with real blocks, both signs give the same total.

```lean
/-- For normalised crystal orbitals, the band energy per cell is the sum of `H_mn(R) P_mn(R)` over
all orbital pairs and lattice vectors. -/
theorem bandEnergy_eq_sum_cohp {H S : Cell d N → Matrix ι ι ℂ} {e : Cell d N → B → ℝ}
    {c : Cell d N → B → ι → ℂ} (h : ∀ k b, IsBlochState H S k (e k b) (c k b))
    (f : Cell d N → B → ℝ) :
    (bandEnergy f e : ℂ) = ∑ m, ∑ n, ∑ R, cohp H f c m n R := by
  -- each orbital energy is an expectation value
  have hE : ∀ k b, (e k b : ℂ) =
      ∑ m, ∑ n, ∑ R, H R m n * (star (c k b m) * c k b n * phase k R) := fun k b => by
    rw [← bloch_expectation, (h k b).1, dotProduct_smul, (h k b).2, smul_eq_mul, mul_one]
  have swap : ∀ (κ : Type) [Fintype κ] (F : κ → ι → ι → Cell d N → ℂ),
      ∑ x, ∑ m, ∑ n, ∑ R, F x m n R = ∑ m, ∑ n, ∑ R, ∑ x, F x m n R := fun κ _ F =>
    Finset.sum_comm.trans (Finset.sum_congr rfl fun m _ =>
      Finset.sum_comm.trans (Finset.sum_congr rfl fun n _ => Finset.sum_comm))
  calc (bandEnergy f e : ℂ)
      = ∑ k, ∑ b, ∑ m, ∑ n, ∑ R, H R m n * (1 / (N : ℂ) ^ d *
          ((f k b : ℂ) * star (c k b m) * c k b n * phase k R)) := by
        unfold bandEnergy
        push_cast
        rw [Finset.mul_sum]
        refine Finset.sum_congr rfl fun k _ => ?_
        rw [Finset.mul_sum]
        refine Finset.sum_congr rfl fun b _ => ?_
        rw [hE]
        simp only [Finset.mul_sum]
        refine Finset.sum_congr rfl fun m _ => Finset.sum_congr rfl fun n _ =>
          Finset.sum_congr rfl fun R _ => ?_
        ring
    -- move the average over states inside the real-space sums
    _ = ∑ m, ∑ n, ∑ R, ∑ k, ∑ b, H R m n * (1 / (N : ℂ) ^ d *
          ((f k b : ℂ) * star (c k b m) * c k b n * phase k R)) := by
        refine (Finset.sum_congr rfl fun k _ => swap B _).trans ?_
        exact swap (Cell d N) _
    _ = ∑ m, ∑ n, ∑ R, cohp H f c m n R := by
        simp only [cohp, densityMatrix, Finset.mul_sum]
```

### (e) The reversed term

With $H(-R)=H(R)^\dagger$, show that $W_{nm}(-R)=W_{mn}(R)^*$.

Because $f$ is real, (a) gives $P_{nm}(-R)=P_{mn}(R)^*$ (`hP`). Also $H_{nm}(-R)=H_{mn}(R)^*$. Multiply the two.

```lean
omit [Fintype ι] in
/-- If `H(-R) = H(R)*`, the COHP terms `(m, n, R)` and `(n, m, -R)` are complex conjugates. -/
theorem cohp_reverse {H : Cell d N → Matrix ι ι ℂ} (hH : ∀ R, H (-R) = (H R)ᴴ)
    (f : Cell d N → B → ℝ) (c : Cell d N → B → ι → ℂ) (m n : ι) (R : Cell d N) :
    cohp H f c n m (-R) = star (cohp H f c m n R) := by
  have hP : densityMatrix f c n m (-R) = star (densityMatrix f c m n R) := by
    simp only [densityMatrix, phase_neg, Complex.star_def, map_mul, map_sum, map_div₀, map_one,
      map_pow, map_natCast, Complex.conj_ofReal, Complex.conj_conj]
    congr 1
    refine Finset.sum_congr rfl fun k _ => Finset.sum_congr rfl fun b _ => ?_
    ring
  rw [cohp, cohp, hP, hH, Matrix.conjTranspose_apply, star_mul']
```

### (f) A real pair COHP

Under the same condition, show that
$$W_{mn}(R)+W_{nm}(-R)=2\,\mathrm{Re}\,W_{mn}(R).$$

By (e) the left side is a number plus its conjugate.

```lean
omit [Fintype ι] in
/-- If `H(-R) = H(R)*`, the pair COHP is real: it is twice the real part of the COHP term `(m, n,
R)`. -/
theorem pairCOHP_real {H : Cell d N → Matrix ι ι ℂ} (hH : ∀ R, H (-R) = (H R)ᴴ)
    (f : Cell d N → B → ℝ) (c : Cell d N → B → ι → ℂ) (m n : ι) (R : Cell d N) :
    pairCOHP H f c m n R = ((2 * (cohp H f c m n R).re : ℝ) : ℂ) := by
  rw [pairCOHP, cohp_reverse hH, Complex.star_def, Complex.add_conj]
```

### (g) On-site part and bonds

Under the assumptions of (d) and (e), show that
$$E=\sum_m \mathrm{Re}\,W_{mm}(0)+\tfrac12\sum_{(m,n,R)}{}^{\!\!\prime}\,\bigl[W_{mn}(R)+W_{nm}(-R)\bigr],$$
where the prime omits $m=n$, $R=0$.

Take real parts in (d) and separate the omitted triples. By (f), every other term is half its pair COHP. The proof writes the on-site part as a restricted triple sum (`on`) and compares term by term.

Dropping the ½ and counting each bond once can go wrong for even $N$ and $d\ge1$: a triple with $m=n$ and $R=-R\neq0$ is its own reverse, so its pair COHP contains the same term twice. "On-site" here means the same orbital; two orbitals on one atom count as a pair.

```lean
/-- If `H(-R) = H(R)*`, the band energy per cell of normalised crystal orbitals is the sum of the
real parts of the terms `(m, m, 0)` plus half the sum of the real parts of the pair COHPs over all
other triples `(m, n, R)`. -/
theorem bandEnergy_onsite_add_bonds [DecidableEq ι] {H S : Cell d N → Matrix ι ι ℂ}
    (hH : ∀ R, H (-R) = (H R)ᴴ) {e : Cell d N → B → ℝ} {c : Cell d N → B → ι → ℂ}
    (h : ∀ k b, IsBlochState H S k (e k b) (c k b)) (f : Cell d N → B → ℝ) :
    bandEnergy f e = ∑ m, (cohp H f c m m 0).re +
      1 / 2 * ∑ m, ∑ n, ∑ R, if m = n ∧ R = 0 then 0 else (pairCOHP H f c m n R).re := by
  have hre := congrArg Complex.re (bandEnergy_eq_sum_cohp h f)
  simp only [Complex.ofReal_re, Complex.re_sum] at hre
  -- write the on-site part as a restricted sum over all triples
  have on : ∑ m, (cohp H f c m m 0).re =
      ∑ m, ∑ n, ∑ R, if m = n ∧ R = 0 then (cohp H f c m n R).re else 0 := by
    refine Finset.sum_congr rfl fun m _ => ?_
    have hR : ∀ n, (∑ R, if m = n ∧ R = 0 then (cohp H f c m n R).re else 0) =
        if m = n then (cohp H f c m n 0).re else 0 := by
      intro n
      by_cases hmn : m = n <;> simp [hmn]
    simp only [hR, Finset.sum_ite_eq, Finset.mem_univ, if_true]
  rw [hre, on]
  simp only [Finset.mul_sum, ← Finset.sum_add_distrib]
  refine Finset.sum_congr rfl fun m _ => Finset.sum_congr rfl fun n _ =>
    Finset.sum_congr rfl fun R _ => ?_
  rw [pairCOHP_real hH, Complex.ofReal_re]
  split_ifs <;> ring
```

### (h) One orbital per cell

Put a real number $\alpha$ on site, a complex number $t$ along a lattice vector $a$ and $t^*$ along $-a$, adding entries that coincide. Show that the Bloch sum is $\alpha+2\,\mathrm{Re}(t\,e^{ika})$.

The three entries give $\alpha+t\,e^{ika}+t^*e^{-ika}$, and the last two are conjugates by (a).

```lean
/-- Blocks for one orbital per cell: `α` on site, `t` along the lattice vector `a` and its conjugate
along `-a`, added where they coincide. -/
def chain (a : Cell d N) (α : ℝ) (t : ℂ) (R : Cell d N) : Matrix (Fin 1) (Fin 1) ℂ :=
  Matrix.of fun _ _ => (if R = 0 then (α : ℂ) else 0) + (if R = a then t else 0) +
    (if R = -a then star t else 0)

/-- The function `α + 2 Re(t exp(ika))` of the wave vector. -/
def chainBand (a : Cell d N) (α : ℝ) (t : ℂ) (k : Cell d N) : ℝ :=
  α + 2 * (t * phase k a).re

/-- The Bloch sum of the one-orbital blocks is `α + 2 Re(t exp(ika))`. -/
theorem blochSum_chain (a : Cell d N) (α : ℝ) (t : ℂ) (k : Cell d N) :
    blochSum (chain a α t) k 0 0 = (chainBand a α t k : ℂ) := by
  have h0 : phase k 0 = 1 := by simp [phase]
  simp only [blochSum, Matrix.sum_apply, Matrix.smul_apply, chain, Matrix.of_apply, smul_eq_mul,
    mul_add, Finset.sum_add_distrib, mul_ite, mul_zero, Finset.sum_ite_eq', Finset.mem_univ,
    if_true, phase_neg, h0, chainBand]
  apply Complex.ext <;> simp <;> ring
```

### (i) Explicit crystal orbitals

Let the overlap be the same construction with $1$ and $s$, where $2|s|<1$. With $D(k)=1+2\,\mathrm{Re}(s\,e^{ika})$, show that the blocks obey the reversal condition and that
$$c=\frac1{\sqrt{D(k)}},\qquad e=\frac{\alpha+2\,\mathrm{Re}(t\,e^{ika})}{D(k)}$$
is a crystal orbital at every $k$.

Reversing $R$ exchanges the $t$ and $t^*$ entries. The bound on $s$ keeps the norm of every Bloch function positive, since $D(k)\ge1-2|s|>0$ (`hD`). Then $c^*D(k)c=1$, and $e\,D(k)c=(\alpha+2\,\mathrm{Re}(t\,e^{ika}))c$. The assumptions of (g) are thus met by a model with complex hopping and non-zero overlap.

```lean
/-- One orbital per cell with hopping `t` and overlap `s`, `2‖s‖ < 1`, has blocks with
`H(-R) = H(R)*` and an explicit normalised Bloch state at every wave vector. -/
theorem chain_witness (a : Cell d N) (α : ℝ) (t s : ℂ) (hs : 2 * ‖s‖ < 1) :
    (∀ R, chain a α t (-R) = (chain a α t R)ᴴ) ∧
    ∀ k, IsBlochState (chain a α t) (chain a 1 s) k (chainBand a α t k / chainBand a 1 s k)
      (fun _ => (((√(chainBand a 1 s k))⁻¹ : ℝ) : ℂ)) := by
  refine ⟨fun R => ?_, fun k => ?_⟩
  · have hα : star (α : ℂ) = α := Complex.conj_ofReal α
    ext i j
    simp only [chain, Matrix.conjTranspose_apply, Matrix.of_apply, neg_zero,
      neg_eq_iff_eq_neg, neg_neg, star_add, apply_ite (star : ℂ → ℂ), star_zero, star_star, hα]
    ring
  · -- the overlap stays positive because `‖s‖` is small
    have hD : 0 < chainBand a 1 s k := by
      have h1 : ‖s * phase k a‖ = ‖s‖ := by
        rw [norm_mul, phase, ZMod.stdAddChar_apply, Circle.norm_coe, mul_one]
      have h2 := (abs_le.mp (Complex.abs_re_le_norm (s * phase k a))).1
      rw [h1] at h2
      unfold chainBand
      linarith
    have key : ∀ q D : ℝ, 0 < q → q * q = D → q⁻¹ * (D * q⁻¹) = 1 := by
      rintro q _ hq rfl
      field_simp
    constructor
    · ext i
      obtain rfl : i = 0 := Subsingleton.elim _ _
      simp only [Matrix.mulVec, dotProduct, Pi.smul_apply, Fin.sum_univ_one, blochSum_chain,
        smul_eq_mul]
      rw [← mul_assoc, ← Complex.ofReal_mul (chainBand a α t k / chainBand a 1 s k),
        div_mul_cancel₀ _ hD.ne']
    · simp only [Matrix.mulVec, dotProduct, Fin.sum_univ_one, blochSum_chain, Pi.star_apply,
        Complex.star_def, Complex.conj_ofReal]
      exact_mod_cast key _ _ (Real.sqrt_pos.mpr hD) (Real.mul_self_sqrt hD.le)

end

end CrystalCOHP
```

```lean
#print axioms CrystalCOHP.blochSum_isHermitian
#print axioms CrystalCOHP.bandEnergy_eq_sum_cohp
#print axioms CrystalCOHP.bandEnergy_onsite_add_bonds
```

```
'CrystalCOHP.blochSum_isHermitian' depends on axioms: [propext, Classical.choice, Quot.sound]
'CrystalCOHP.bandEnergy_eq_sum_cohp' depends on axioms: [propext, Classical.choice, Quot.sound]
'CrystalCOHP.bandEnergy_onsite_add_bonds' depends on axioms: [propext, Classical.choice, Quot.sound]
```
